# First-order perturbation theory in the coupling never underestimates the Landau-Zener probability of changing the diabatic state, and overshoots it by at most half the square of the first-order value

Take units with ħ = 1, a constant real coupling `V` between two diabatic states, and an energy difference between them that changes linearly at the rate `a > 0`, swept from t = −∞ to t = +∞. `firstOrder_error` compares two probabilities of changing the diabatic state: the first-order value p = 2πV²/a, which is the squared modulus of the first-order amplitude, and the Landau-Zener value 1 − exp(−p). It states that 1 − exp(−p) ≤ p and that p − p²/2 ≤ 1 − exp(−p). Both the amplitude and the Landau-Zener probability enter as closed formulas, and neither is derived from the Schrödinger equation here. The attempt writes x for p and gets the first inequality from 1 − x ≤ exp(−x). For the second it starts from 1 + x + x²/2 ≤ exp(x), multiplies by exp(−x) to get `h1`, and then multiplies by 1 − x + x²/2 to bound exp(−x) from above.

This version doesn't compile in Lean 4 with Mathlib:

```lean
import Mathlib

open Filter MeasureTheory
open Complex (I)
open scoped Real Topology ComplexConjugate

namespace LandauZenerFirstOrder

noncomputable section

/-- The amplitude `V √(2π/a) exp(iπ/4)`. -/
def firstOrderAmplitude (a V : ℝ) : ℂ :=
  V * (Real.sqrt (2 * π / a) : ℂ) * Complex.exp ((π / 4 : ℝ) * I)

/-- The Landau-Zener probability `1 - exp(-2πV²/a)` of changing the diabatic state, meant for sweep
rates `a > 0`. -/
def lzProbability (a V : ℝ) : ℝ := 1 - Real.exp (-(2 * π * V ^ 2 / a))

/-- For `a > 0`, the squared modulus of the first-order amplitude is `2πV²/a`. -/
theorem firstOrder_probability {a : ℝ} (ha : 0 < a) (V : ℝ) :
    ‖firstOrderAmplitude a V‖ ^ 2 = 2 * π * V ^ 2 / a := by
  have hr : 0 ≤ 2 * π / a := by positivity
  rw [firstOrderAmplitude, norm_mul, norm_mul, Complex.norm_exp_ofReal_mul_I,
    Complex.norm_real, Complex.norm_real, mul_one, mul_pow]
  simp only [Real.norm_eq_abs, sq_abs]
  rw [Real.sq_sqrt hr]
  ring

/-- For `a > 0` and any real coupling, the first-order probability `p` is at least the Landau-Zener
probability, and exceeds it by at most `p²/2`. -/
theorem firstOrder_error {a : ℝ} (ha : 0 < a) (V : ℝ) :
    lzProbability a V ≤ ‖firstOrderAmplitude a V‖ ^ 2 ∧
    ‖firstOrderAmplitude a V‖ ^ 2 - (‖firstOrderAmplitude a V‖ ^ 2) ^ 2 / 2
      ≤ lzProbability a V := by
  rw [firstOrder_probability ha, lzProbability]
  have hx : 0 ≤ 2 * π * V ^ 2 / a := by positivity
  generalize 2 * π * V ^ 2 / a = x at hx ⊢
  refine ⟨by linarith [Real.add_one_le_exp (-x)], ?_⟩
  have hF : 0 < Real.exp (-x) := Real.exp_pos _
  have hEF : Real.exp (-x) * Real.exp x = 1 := by rw [← Real.exp_add]; simp
  have hq : 0 ≤ 1 - x + x ^ 2 / 2 := by nlinarith [sq_nonneg (x - 1)]
  -- compare exp(x) with its quadratic Taylor polynomial, then invert
  have h1 : Real.exp (-x) * (1 + x + x ^ 2 / 2) ≤ 1 := by
    rw [← hEF]
    exact mul_le_mul_of_nonneg_left (Real.quadratic_le_exp_of_nonneg hx) hF.le
  have h2 := mul_le_mul_of_nonneg_right h1 hq
  have h3 : Real.exp (-x) * (1 + x + x ^ 2 / 2) * (1 - x + x ^ 2 / 2)
      = Real.exp (-x) + Real.exp (-x) * (x ^ 4 / 4) := by ring
  have h4 : 0 ≤ Real.exp (-x) * (x ^ 4 / 4) := by positivity
  linarith

end

end LandauZenerFirstOrder
```

The error:

```
Main.lean:45:36: error: Application type mismatch: The argument
  Real.quadratic_le_exp_of_nonneg hx
has type
  1 + x + x ^ 2 / 2 ≤ rexp x
but is expected to have type
  rexp (-x) * rexp x + x + x ^ 2 / 2 ≤ rexp x
in the application
  mul_le_mul_of_nonneg_left (Real.quadratic_le_exp_of_nonneg hx)
```

After these edits no error is left:

```diff
@@ -41,7 +41,8 @@
   have hq : 0 ≤ 1 - x + x ^ 2 / 2 := by nlinarith [sq_nonneg (x - 1)]
   -- compare exp(x) with its quadratic Taylor polynomial, then invert
-  have h1 : Real.exp (-x) * (1 + x + x ^ 2 / 2) ≤ 1 := by
-    rw [← hEF]
-    exact mul_le_mul_of_nonneg_left (Real.quadratic_le_exp_of_nonneg hx) hF.le
+  have h1 : Real.exp (-x) * (1 + x + x ^ 2 / 2) ≤ 1 :=
+    calc Real.exp (-x) * (1 + x + x ^ 2 / 2) ≤ Real.exp (-x) * Real.exp x :=
+          mul_le_mul_of_nonneg_left (Real.quadratic_le_exp_of_nonneg hx) hF.le
+      _ = 1 := hEF
   have h2 := mul_le_mul_of_nonneg_right h1 hq
   have h3 : Real.exp (-x) * (1 + x + x ^ 2 / 2) * (1 - x + x ^ 2 / 2)
```

Diagnosis. The error lies in the proof of `h1`, whose goal is `Real.exp (-x) * (1 + x + x ^ 2 / 2) ≤ 1`. The step `rw [← hEF]` was meant to turn the 1 on the right into `Real.exp (-x) * Real.exp x`. But `rw` replaces every instance of the term it matches, so the 1 that opens the polynomial was replaced too. `mul_le_mul_of_nonneg_left` was then expected to take a proof of `rexp (-x) * rexp x + x + x ^ 2 / 2 ≤ rexp x`, while `Real.quadratic_le_exp_of_nonneg hx` proves `1 + x + x ^ 2 / 2 ≤ rexp x`. The two left sides are equal by `hEF`, but Lean does not use that hypothesis when it checks the argument's type, hence the mismatch.

The repair drops the rewrite and uses a `calc` chain. Its first step states the inequality with the polynomial intact and `Real.exp (-x) * Real.exp x` on the right, so the same lemmas now fit. Its second step uses `hEF` to equate that product with 1.
